# Two bath levels as a two-site chain: equal hybridisation functions for non-zero total weight

## An impurity with two bath levels

Let an impurity orbital of energy $e_0$ be coupled by real amplitudes $v$ and $w$ to two bath orbitals of energies $e_1$ and $e_2$, which are not coupled to each other. This arrangement is called a star. At a complex energy $z$ the bath amplitudes $\psi_1,\psi_2$ follow from the impurity amplitude $\psi_0$,

$$(z-e_1)\psi_1 = v\,\psi_0,\qquad (z-e_2)\psi_2 = w\,\psi_0,$$

and the impurity equation, with the bath eliminated, contains $z-e_0-\Delta(z)$, where

$$\Delta(z)=\frac{p}{z-e_1}+\frac{q}{z-e_2},\qquad p=v^2,\quad q=w^2 .$$

The function $\Delta$ is the hybridisation function: it holds everything that the impurity feels of the bath. The question is whether a chain, in which the impurity touches only one bath site and that site touches a second, can produce the same $\Delta$. It can whenever $p+q\neq0$, and the two expressions then agree at every $z$ other than $e_1$, $e_2$ and the energy of the second chain site.

Energies and weights are real numbers and $z$ is complex. The elimination of the bath just carried out is the link between the Hamiltonian and $\Delta$ that the Lean development takes for granted: `starHyb` is defined by the resulting formula.

```lean
import Mathlib

open Matrix

namespace StarToChain

noncomputable section

/-- Hybridisation function of an impurity coupled with weights `p`, `q` to bath levels
`e₁`, `e₂`, for `z` different from both levels. -/
def starHyb (p q e₁ e₂ : ℝ) (z : ℂ) : ℂ := p / (z - e₁) + q / (z - e₂)
```

For a chain, the same elimination starts at the far end. The second site, of energy $D$, contributes $C/(z-D)$ to the equation of the first site, of energy $A$, so the impurity sees

$$\frac{S}{z-A-\dfrac{C}{z-D}} .$$

Here $S$ is the squared coupling between the impurity and the first site. The letter $C$ stands for the square of the hopping between the two chain sites, not for the hopping itself.

```lean
/-- Hybridisation function of a two-site chain: total weight `S`, site energies `A`, `D` and
squared hopping `C`, for `z ≠ D` and `z - A - C / (z - D) ≠ 0`. -/
def chainHyb (S A C D : ℝ) (z : ℂ) : ℂ := S / (z - A - C / (z - D))
```

## Site energies and hopping of the chain

Write $s=p+q$ for the total weight. The first chain site will be the combination of bath orbitals to which the impurity couples, so its energy is the weighted mean of the levels,

$$a=\frac{p\,e_1+q\,e_2}{s}.$$

```lean
/-- Energy of the first chain site, the weighted mean of the bath levels, for `p + q ≠ 0`. -/
def firstSite (p q e₁ e₂ : ℝ) : ℝ := (p * e₁ + q * e₂) / (p + q)
```

The second site is the orthogonal combination, in which the weights change places:

$$d=\frac{p\,e_2+q\,e_1}{s}.$$

```lean
/-- Energy of the second chain site, the mean with exchanged weights, for `p + q ≠ 0`. -/
def secondSite (p q e₁ e₂ : ℝ) : ℝ := (p * e₂ + q * e₁) / (p + q)
```

The squared hopping between them is

$$c=\frac{p\,q\,(e_1-e_2)^2}{s^2}.$$

It vanishes if one weight is zero or if the levels coincide. The second site is then detached, as it should be, since only one bath orbital matters to the impurity.

```lean
/-- Squared hopping between the two chain sites, for `p + q ≠ 0`. -/
def hopSq (p q e₁ e₂ : ℝ) : ℝ := p * q * (e₁ - e₂) ^ 2 / (p + q) ^ 2
```

The definitions accept weights of either sign. Weights that come from real couplings are non-negative, and then $c\ge0$, so that it is the square of a real hopping.

## The two one-particle Hamiltonians

In the basis (impurity, bath 1, bath 2), with Lean's indices 0, 1, 2, the star Hamiltonian is

$$H_{\text{star}}=\begin{pmatrix}e_0&v&w\\ v&e_1&0\\ w&0&e_2\end{pmatrix}.$$

```lean
/-- Star Hamiltonian: an impurity level `e₀` coupled by `v`, `w` to two bath levels. -/
def starHam (e₀ e₁ e₂ v w : ℝ) : Matrix (Fin 3) (Fin 3) ℝ :=
  !![e₀, v, w; v, e₁, 0; w, 0, e₂]
```

The chain Hamiltonian is tridiagonal. It has a coupling $r$ between the impurity and the first site and a hopping $t$ between the first and second sites:

$$H_{\text{chain}}=\begin{pmatrix}e_0&r&0\\ r&a&t\\ 0&t&d\end{pmatrix}.$$

```lean
/-- Chain Hamiltonian: site energies `e₀`, `a`, `d` with nearest-neighbour hoppings `r`, `t`. -/
def chainHam (e₀ a d r t : ℝ) : Matrix (Fin 3) (Fin 3) ℝ :=
  !![e₀, r, 0; r, a, t; 0, t, d]
```

To pass from one to the other, set $r=\sqrt{v^2+w^2}$, $x=v/r$ and $y=w/r$, and use

$$U=\begin{pmatrix}1&0&0\\0&x&-y\\0&y&x\end{pmatrix}.$$

The columns of $U$ are the new orbitals. The impurity stays as it is, the first new bath orbital is the normalised coupling vector $(x,y)$, and the second is orthogonal to it.

```lean
/-- Rotation of the two bath orbitals whose first new orbital is proportional to `(v, w)`,
for couplings that are not both zero. -/
def bathRotation (v w : ℝ) : Matrix (Fin 3) (Fin 3) ℝ :=
  !![1, 0, 0;
     0, v / √(v ^ 2 + w ^ 2), -(w / √(v ^ 2 + w ^ 2));
     0, w / √(v ^ 2 + w ^ 2), v / √(v ^ 2 + w ^ 2)]
```

## The chain determinant has the bath levels as roots

The poles of the chain function should lie at $e_1$ and $e_2$. For this we compare coefficients in $(z-a)(z-d)-c$. The sum of the site energies is

$$a+d=\frac{(p+q)(e_1+e_2)}{s}=e_1+e_2 .$$

For the constant term,

$$s^2ad=(p^2+q^2)\,e_1e_2+pq\,(e_1^2+e_2^2),\qquad s^2c=pq\,(e_1^2+e_2^2)-2pq\,e_1e_2,$$

so $s^2(ad-c)=(p+q)^2e_1e_2$, that is, $ad-c=e_1e_2$. Hence

$$(z-a)(z-d)-c=(z-e_1)(z-e_2).$$

In the proof, `field_simp` clears the denominators, which needs $s\neq0$, and `ring` compares the polynomials that remain.

```lean
/-- For non-zero total weight, the characteristic polynomial of the two-site chain has the
bath levels as its roots. -/
theorem chain_det {p q : ℝ} (hs : p + q ≠ 0) (e₁ e₂ : ℝ) (z : ℂ) :
    (z - firstSite p q e₁ e₂) * (z - secondSite p q e₁ e₂) - hopSq p q e₁ e₂
      = (z - e₁) * (z - e₂) := by
  have hs' : (p : ℂ) + q ≠ 0 := by exact_mod_cast hs
  unfold firstSite secondSite hopSq
  push_cast
  field_simp
  ring
```

## Both functions as single fractions

Over a common denominator the star function becomes

$$\frac{p}{z-e_1}+\frac{q}{z-e_2}=\frac{p(z-e_2)+q(z-e_1)}{(z-e_1)(z-e_2)}=\frac{s\,(z-d)}{(z-e_1)(z-e_2)},$$

because $s\,d=p\,e_2+q\,e_1$. In Lean this last relation is `hd`, the rewritten numerator is `hnum`, and `div_add_div` forms the common denominator, for which $z$ must differ from both levels.

```lean
/-- For non-zero total weight and `z` off the bath levels, the star hybridisation is a single
fraction whose numerator vanishes at the energy of the second chain site. -/
theorem starHyb_eq {p q e₁ e₂ : ℝ} {z : ℂ} (hs : p + q ≠ 0) (h₁ : z ≠ e₁) (h₂ : z ≠ e₂) :
    starHyb p q e₁ e₂ z
      = (p + q) * (z - secondSite p q e₁ e₂) / ((z - e₁) * (z - e₂)) := by
  have hs' : (p : ℂ) + q ≠ 0 := by exact_mod_cast hs
  have hd : ((p : ℂ) + q) * secondSite p q e₁ e₂ = p * e₂ + q * e₁ := by
    unfold secondSite
    push_cast
    field_simp
  have hnum : ((p : ℂ) + q) * (z - secondSite p q e₁ e₂)
      = p * (z - e₂) + (z - e₁) * q := by
    linear_combination -hd
  rw [hnum, starHyb, div_add_div _ _ (sub_ne_zero.mpr h₁) (sub_ne_zero.mpr h₂)]
```

For the chain, multiply numerator and denominator by $z-D$, which is allowed for $z\neq D$:

$$\frac{S}{z-A-\dfrac{C}{z-D}}=\frac{S\,(z-D)}{(z-A)(z-D)-C}.$$

The lemma does not ask for a non-zero determinant on the right, since Lean gives a quotient by zero the value zero and both sides then agree. In the application below the determinant is $(z-e_1)(z-e_2)$, which is not zero.

```lean
/-- Away from the energy of its second site, the chain hybridisation is a single fraction. -/
theorem chainHyb_eq {S A C D : ℝ} {z : ℂ} (hD : z ≠ D) :
    chainHyb S A C D z = S * (z - D) / ((z - A) * (z - D) - C) := by
  have h : z - D ≠ 0 := sub_ne_zero.mpr hD
  have hden : z - A - C / (z - D) = ((z - A) * (z - D) - C) / (z - D) := by
    rw [sub_div, mul_div_assoc, div_self h, mul_one]
  rw [chainHyb, hden, div_div_eq_mul_div]
```

## Equality of star and chain

Now put $S=s$, $A=a$, $C=c$ and $D=d$. The two single fractions have the same numerator $s(z-d)$, and by the determinant identity they have the same denominator. Therefore

$$\frac{p}{z-e_1}+\frac{q}{z-e_2}=\frac{s}{z-a-\dfrac{c}{z-d}} .$$

The theorem `star_to_chain` states this for all real $p,q,e_1,e_2$ and complex $z$ under four hypotheses: `hs` says that the total weight is not zero, `h₁` and `h₂` keep $z$ off the bath levels, and `hd` keeps it off $d$. Positive weights satisfy the first one. Any $z$ with non-zero imaginary part satisfies the other three, because the excluded points are real. The proof rewrites with the three preceding results.

```lean
/-- Star-to-chain map: for non-zero total weight, and `z` different from the bath levels and
from the energy of the second chain site, star and chain have the same hybridisation. -/
theorem star_to_chain {p q e₁ e₂ : ℝ} {z : ℂ} (hs : p + q ≠ 0)
    (h₁ : z ≠ e₁) (h₂ : z ≠ e₂) (hd : z ≠ secondSite p q e₁ e₂) :
    starHyb p q e₁ e₂ z = chainHyb (p + q) (firstSite p q e₁ e₂)
      (hopSq p q e₁ e₂) (secondSite p q e₁ e₂) z := by
  rw [starHyb_eq hs h₁ h₂, chainHyb_eq hd, chain_det hs, Complex.ofReal_add]
```

As an instance, take $p=1$, $q=3$, $e_1=0$, $e_2=4$. Then

$$s=4,\qquad a=\tfrac{12}{4}=3,\qquad d=\tfrac{4}{4}=1,\qquad c=\tfrac{3\cdot16}{16}=3 .$$

At $z=2$ the star gives $\tfrac12+\tfrac{3}{-2}=-1$, and the chain gives $4/(2-3-3/1)=4/(-4)=-1$. The determinant is $(z-3)(z-1)-3=z(z-4)$, with roots at the two bath levels.

The equality can fail if the hypothesis on the total weight is left out. Take $p=1$, $q=-1$, $e_1=0$, $e_2=1$ and $z=2$. The star function is $\tfrac12-1=-\tfrac12$, while a chain of total weight $S=0$ gives zero, whatever its other parameters are. Some condition must therefore exclude opposite non-zero weights at different levels. Real couplings never produce such weights, since $v^2+w^2=0$ only if both couplings vanish.

## The zero of the hybridisation

The excluded point $z=d$ has a physical meaning. From the single fraction $s(z-d)/((z-e_1)(z-e_2))$ with $s\neq0$ one reads off that, away from the bath levels,

$$\Delta(z)=0\iff z=d .$$

If $d$ is not itself a bath level, the contributions of the two levels cancel at this energy, and the bath does not shift the impurity equation at all. In the continued fraction the inner term $c/(z-d)$ then diverges as $z\to d$, and the whole expression tends to zero, in agreement with the star. In the numerical instance $d=1$, and indeed $\tfrac11+\tfrac{3}{-3}=0$.

The Lean proof rewrites with `starHyb_eq`. Then `simp` uses that a quotient with non-zero denominator vanishes only if its numerator does.

```lean
/-- For non-zero total weight and `z` off the bath levels, the hybridisation vanishes exactly
at the energy of the second chain site. -/
theorem starHyb_eq_zero_iff {p q e₁ e₂ : ℝ} {z : ℂ} (hs : p + q ≠ 0)
    (h₁ : z ≠ e₁) (h₂ : z ≠ e₂) :
    starHyb p q e₁ e₂ z = 0 ↔ z = secondSite p q e₁ e₂ := by
  have hs' : (p : ℂ) + q ≠ 0 := by exact_mod_cast hs
  rw [starHyb_eq hs h₁ h₂]
  simp [hs', h₁, h₂, sub_eq_zero]
```

## The rotation of the bath orbitals

The equality of the functions reflects a change of basis. With $x^2+y^2=1$, the columns of $U$ are orthonormal, so $U^{\mathsf T}U=1$. The impurity's couplings to the new bath orbitals are

$$vx+wy=r(x^2+y^2)=r,\qquad wx-vy=r(yx-xy)=0,$$

so the impurity is attached to the first new orbital only. The bath block becomes

$$\begin{pmatrix}x&y\\-y&x\end{pmatrix}\begin{pmatrix}e_1&0\\0&e_2\end{pmatrix}\begin{pmatrix}x&-y\\y&x\end{pmatrix}=\begin{pmatrix}x^2e_1+y^2e_2&xy(e_2-e_1)\\xy(e_2-e_1)&y^2e_1+x^2e_2\end{pmatrix}.$$

Since $x^2=v^2/(v^2+w^2)$ and $y^2=w^2/(v^2+w^2)$, the diagonal entries are $a$ and $d$ for the weights $p=v^2$, $q=w^2$. The off-diagonal entry is the hopping

$$t=\frac{vw\,(e_2-e_1)}{v^2+w^2},\qquad t^2=\frac{v^2w^2(e_1-e_2)^2}{(v^2+w^2)^2}=c .$$

Its sign depends on the couplings and on the order of the levels. Only its square enters the hybridisation function.

The theorem `rotate_star_to_chain` collects three statements for couplings that are not both zero: $U$ is orthogonal, $U^{\mathsf T}H_{\text{star}}U=H_{\text{chain}}$ with the parameters above, and $t^2=c$. The hypothesis `h` makes $r$ positive, so that the coupling vector can be normalised.

The proof first replaces the square root by a letter `r`, of which it keeps only $r\neq0$ and $r^2=v^2+w^2$. The relation `hxy` is $x^2+y^2=1$, `h01` and `h02` are the two couplings computed above, `h11` and `h22` are the site energies, and `h12` is the hopping. The last three are used to rewrite the chain parameters in terms of $x$ and $y$. For each of the two matrix equations, `fin_cases` runs through the nine entries, `simp` multiplies out the products, and `linarith` closes what is left, with `hxy` for the orthogonality and with `h01` and `h02` for the couplings in the Hamiltonian. The last statement is an identity between the numerators.

```lean
/-- For couplings that are not both zero, the bath rotation is orthogonal and turns the star
Hamiltonian into a chain, whose inner hopping squares to `hopSq`. -/
theorem rotate_star_to_chain (e₀ e₁ e₂ : ℝ) {v w : ℝ} (h : 0 < v ^ 2 + w ^ 2) :
    (bathRotation v w)ᵀ * bathRotation v w = 1 ∧
    (bathRotation v w)ᵀ * starHam e₀ e₁ e₂ v w * bathRotation v w
      = chainHam e₀ (firstSite (v ^ 2) (w ^ 2) e₁ e₂) (secondSite (v ^ 2) (w ^ 2) e₁ e₂)
          (√(v ^ 2 + w ^ 2)) (v * w * (e₂ - e₁) / (v ^ 2 + w ^ 2)) ∧
    (v * w * (e₂ - e₁) / (v ^ 2 + w ^ 2)) ^ 2 = hopSq (v ^ 2) (w ^ 2) e₁ e₂ := by
  have hr0 : √(v ^ 2 + w ^ 2) ≠ 0 := (Real.sqrt_pos.mpr h).ne'
  have hr2 : √(v ^ 2 + w ^ 2) ^ 2 = v ^ 2 + w ^ 2 := Real.sq_sqrt h.le
  unfold bathRotation
  generalize √(v ^ 2 + w ^ 2) = r at hr0 hr2 ⊢
  -- x and y are the components of the normalised coupling vector
  obtain ⟨x, hx⟩ : ∃ x, x = v / r := ⟨_, rfl⟩
  obtain ⟨y, hy⟩ : ∃ y, y = w / r := ⟨_, rfl⟩
  have hxy : x ^ 2 + y ^ 2 = 1 := by
    rw [hx, hy, div_pow, div_pow, hr2, ← add_div, div_self h.ne']
  have hv : v = r * x := by rw [hx]; field_simp
  have hw : w = r * y := by rw [hy]; field_simp
  have h01 : r = v * x + w * y := by
    rw [hv, hw]
    linear_combination -r * hxy
  have h02 : 0 = w * x - v * y := by rw [hv, hw]; ring
  -- site energies and hopping in the rotated basis
  have h11 : firstSite (v ^ 2) (w ^ 2) e₁ e₂ = x ^ 2 * e₁ + y ^ 2 * e₂ := by
    rw [firstSite, hx, hy, div_pow, div_pow, hr2]; ring
  have h22 : secondSite (v ^ 2) (w ^ 2) e₁ e₂ = x ^ 2 * e₂ + y ^ 2 * e₁ := by
    rw [secondSite, hx, hy, div_pow, div_pow, hr2]; ring
  have h12 : v * w * (e₂ - e₁) / (v ^ 2 + w ^ 2) = x * y * (e₂ - e₁) := by
    rw [← hr2, hx, hy]; ring
  refine ⟨?_, ?_, ?_⟩
  · rw [← hx, ← hy]
    ext i j
    fin_cases i <;> fin_cases j <;> simp [Matrix.mul_apply, Fin.sum_univ_succ] <;>
      linarith
  · rw [← hx, ← hy, h11, h22, h12]
    ext i j
    fin_cases i <;> fin_cases j <;>
      simp [starHam, chainHam, Matrix.mul_apply, Fin.sum_univ_succ] <;> linarith
  · rw [hopSq, div_pow]
    congr 1
    ring

end

end StarToChain
```

In the numerical instance $v=1$ and $w=\sqrt3$, so the impurity couples to the first site with $r=2$, and the hopping is $t=\sqrt3\cdot4/4=\sqrt3$, whose square is $c=3$.

Impurity solvers in embedding methods such as dynamical mean-field theory may represent a discretised bath as a star or as a chain; the results here give the passage from the first form to the second for a non-interacting bath of two levels.

```lean
#print axioms StarToChain.star_to_chain
#print axioms StarToChain.starHyb_eq_zero_iff
#print axioms StarToChain.rotate_star_to_chain
```

```
'StarToChain.star_to_chain' depends on axioms: [propext, Classical.choice, Quot.sound]
'StarToChain.starHyb_eq_zero_iff' depends on axioms: [propext, Classical.choice, Quot.sound]
'StarToChain.rotate_star_to_chain' depends on axioms: [propext, Classical.choice, Quot.sound]
```
